# Barycentre rule and third moment for the Landé levels of an LS term

An atomic term has orbital angular momentum $L$ and spin $S$. Spin–orbit coupling splits it into levels $J=|L-S|,\dots,L+S$, each containing $2J+1$ states. How are the level energies distributed about their mean?

Set $L=a/2$ and $S=b/2$ with natural numbers $a,b$; the divisions are real, so half-integers are kept. The orbital $L$ of an atomic term is an integer, so $a$ is even there; the formulas below hold for odd $a$ too.

In Lean 4 with Mathlib:

```lean
import Mathlib

open Finset

namespace BarycentreRule

noncomputable section
```

`levelJ` is the value of $J$ for level number $k$, with $k=0$ for the lowest $J$.

```lean
/-- The `k`-th total angular momentum `J = |L - S| + k` of a term with
`L = a/2` and `S = b/2`. -/
def levelJ (a b k : ℕ) : ℝ := |(a / 2 : ℝ) - b / 2| + k
```

`couplingK` is $K(J)=J(J+1)-L(L+1)-S(S+1)$, the value of $2\,\mathbf L\cdot\mathbf S$ with $\hbar=1$.

```lean
/-- The spin-orbit factor `K = J(J+1) - L(L+1) - S(S+1)`. -/
def couplingK (L S J : ℝ) : ℝ := J * (J + 1) - L * (L + 1) - S * (S + 1)
```

`multipletSum` is $\sum_J(2J+1)f(J)$, with $k=0,\dots,\min(a,b)$.

```lean
/-- The sum of a level property `f J` over the levels `J = |L - S|, ..., L + S` of a term
with `L = a/2` and `S = b/2`, each level weighted by its degeneracy `2J + 1`. -/
def multipletSum (a b : ℕ) (f : ℝ → ℝ) : ℝ :=
  ∑ k ∈ range (min a b + 1), (2 * levelJ a b k + 1) * f (levelJ a b k)
```

`multipletMean` divides this by the same sum for $f=1$.

```lean
/-- The mean of a level property over all states of the term: the degeneracy-weighted sum
divided by the number of states. -/
def multipletMean (a b : ℕ) (f : ℝ → ℝ) : ℝ :=
  multipletSum a b f / multipletSum a b (fun _ => 1)
```

`levelEnergy` is $E_0+\tfrac A2K(J)$, with term energy $E_0$ and coupling constant $A$. This formula is assumed: it stands for an isolated term in which the spin–orbit operator acts as $A\,\mathbf L\cdot\mathbf S$. Reducing the real atomic Hamiltonian to that form is left to physics.

```lean
/-- The Landé energy `E₀ + (A/2) K` of the level `J`, with term energy `E₀` and spin-orbit
coupling constant `A`. -/
def levelEnergy (E₀ A L S J : ℝ) : ℝ := E₀ + A / 2 * couplingK L S J
```

## (a) Telescoping over the levels

Suppose $g((J+1)^2)-g(J^2)=(2J+1)f(J)$ for every real $J$. Show that
$$\sum_J(2J+1)f(J)=g((L+S+1)^2)-g((L-S)^2).$$

**Solution.** Each term is a difference between neighbouring values of $g$, so only the ends survive. The lower end is $|L-S|^2=(L-S)^2$. One step above the highest level lies $|L-S|+2\min(L,S)+1=L+S+1$.

```lean
/-- If `(2J+1) f(J)` is the difference of a function `g` between `(J+1)²` and `J²` for every
real `J`, the weighted sum of `f` over the multiplet is the difference of `g` between
`(L+S+1)²` and `(L-S)²`. -/
theorem multipletSum_telescope (a b : ℕ) (f g : ℝ → ℝ)
    (hg : ∀ J : ℝ, g ((J + 1) ^ 2) - g (J ^ 2) = (2 * J + 1) * f J) :
    multipletSum a b f =
      g (((a / 2 : ℝ) + b / 2 + 1) ^ 2) - g (((a / 2 : ℝ) - b / 2) ^ 2) := by
  -- telescoping from an arbitrary starting value
  have h : ∀ (x : ℝ) (n : ℕ),
      ∑ k ∈ range n, (2 * (x + (k : ℝ)) + 1) * f (x + (k : ℝ))
        = g ((x + (n : ℝ)) ^ 2) - g (x ^ 2) := by
    intro x n
    induction n with
    | zero => simp
    | succ n ih =>
      have e : x + ((n + 1 : ℕ) : ℝ) = x + (n : ℝ) + 1 := by
        push_cast
        ring
      rw [sum_range_succ, ih, e]
      linear_combination -(hg (x + (n : ℝ)))
  -- one step above the highest level lies `L + S + 1`
  have top : |(a / 2 : ℝ) - b / 2| + ((min a b + 1 : ℕ) : ℝ) = (a / 2 : ℝ) + b / 2 + 1 := by
    rcases le_total a b with hab | hab
    · have hab' : (a : ℝ) ≤ b := by exact_mod_cast hab
      rw [min_eq_left hab, abs_of_nonpos (by linarith)]
      push_cast
      ring
    · have hab' : (b : ℝ) ≤ a := by exact_mod_cast hab
      rw [min_eq_right hab, abs_of_nonneg (by linarith)]
      push_cast
      ring
  have key := h |(a / 2 : ℝ) - b / 2| (min a b + 1)
  rw [top, sq_abs] at key
  exact key
```

Here `h` is the telescoping by induction from any start `x`, and `top` finds the upper end. The induction step rests on `linear_combination -(hg (x + (n : ℝ)))`. This subtracts the stated multiple of the hypothesis from the goal and leaves `ring` to confirm that nothing remains. The values of `f` and `g` enter as unknown symbols, so neither function needs to be specified.

## (b) Counting the states

Show that $\sum_J(2J+1)=(2L+1)(2S+1)$.

**Solution.** Take $f=1$, $g(u)=u$. With $p=(L+S+1)^2$ and $q=(L-S)^2$,
$$D:=p-q=(2L+1)(2S+1)=(a+1)(b+1).$$

```lean
/-- The levels of the term together contain `(2L+1)(2S+1) = (a+1)(b+1)` states. -/
theorem number_of_states (a b : ℕ) :
    multipletSum a b (fun _ => 1) = ((a : ℝ) + 1) * ((b : ℝ) + 1) := by
  have h := multipletSum_telescope a b (fun _ => 1) (fun u => u) (fun J => by ring)
  refine h.trans ?_
  ring
```

## (c) The weighted sum of $K$

Show that $\sum_J(2J+1)K=0$.

**Solution.** Let $c=L(L+1)+S(S+1)$ and $w=J(J+1)$, so $K=w-c$. Since $(J+1)^4-J^4=(2J+1)(2w+1)$, the choice $g(u)=\tfrac12u^2-(c+\tfrac12)u$ satisfies (a). Then
$$g(p)-g(q)=D\left[\tfrac12(p+q)-c-\tfrac12\right]=0,$$
because $p+q=2c+1$.

```lean
/-- Barycentre rule: the degeneracy-weighted sum of the spin-orbit factors `K` over a
multiplet vanishes. -/
theorem sum_coupling (a b : ℕ) :
    multipletSum a b (fun J => couplingK (a / 2) (b / 2) J) = 0 := by
  obtain ⟨c, hc⟩ : ∃ c : ℝ, c = a / 2 * (a / 2 + 1) + b / 2 * (b / 2 + 1) := ⟨_, rfl⟩
  refine (multipletSum_telescope a b _ (fun u => u ^ 2 / 2 - (c + 1 / 2) * u) ?_).trans ?_
  · intro J
    simp only [couplingK, hc]
    ring
  · simp only [hc]
    ring
```

The first `ring` checks the difference identity, the second the end values.

## (d) The weighted sum of $K^3$

Show that
$$\sum_J(2J+1)K^3=-\tfrac43(2L+1)(2S+1)L(L+1)S(S+1).$$

**Solution.** Divided by $2J+1$, the differences of $u,u^2,u^3,u^4$ between $(J+1)^2$ and $J^2$ are
$$1,\quad 2w+1,\quad 3w^2+4w+1,\quad 4w^3+10w^2+6w+1.$$
Matching $(w-c)^3$ gives
$$g(u)=\tfrac{u^4}4-(c+\tfrac56)u^3+(\tfrac32c^2+2c+\tfrac{11}{12})u^2-(c^3+\tfrac32c^2+c+\tfrac13)u.$$
Expand about the midpoint $m=c+\tfrac12$ of $p$ and $q$, where $g'(m)=\tfrac{4c+1}{12}$ and $g'''(m)=-2$:
$$g(p)-g(q)=D\,g'(m)+\tfrac{D^3}{24}g'''(m)=\tfrac D{12}(4c+1-D^2).$$
Finally $D^2=(4L(L+1)+1)(4S(S+1)+1)$, so the bracket is $-16L(L+1)S(S+1)$.

```lean
/-- The degeneracy-weighted sum of the cubes `K³` over a multiplet is
`-(4/3)(2L+1)(2S+1) L(L+1) S(S+1)`, with `L = a/2` and `S = b/2`. -/
theorem sum_coupling_cube (a b : ℕ) :
    multipletSum a b (fun J => couplingK (a / 2) (b / 2) J ^ 3) =
      -(4 / 3) * (2 * (a / 2 : ℝ) + 1) * (2 * (b / 2 : ℝ) + 1)
        * ((a / 2 : ℝ) * (a / 2 + 1)) * ((b / 2 : ℝ) * (b / 2 + 1)) := by
  obtain ⟨c, hc⟩ : ∃ c : ℝ, c = a / 2 * (a / 2 + 1) + b / 2 * (b / 2 + 1) := ⟨_, rfl⟩
  -- the quartic in `u = J²` whose differences are `(2J+1) K³`
  refine (multipletSum_telescope a b _ (fun u => u ^ 4 / 4 - (c + 5 / 6) * u ^ 3
    + (3 * c ^ 2 / 2 + 2 * c + 11 / 12) * u ^ 2
    - (c ^ 3 + 3 * c ^ 2 / 2 + c + 1 / 3) * u) ?_).trans ?_
  · intro J
    simp only [couplingK, hc]
    ring
  · simp only [hc]
    ring
```

## (e) The mean energy

Show that the mean level energy over all states is $E_0$.

**Solution.** By linearity the weighted sum is $E_0D+\tfrac A2\cdot0$. Divide by $D>0$.

```lean
/-- The mean of the Landé level energies over all states of the term is the term
energy `E₀`. -/
theorem mean_energy (a b : ℕ) (E₀ A : ℝ) :
    multipletMean a b (levelEnergy E₀ A (a / 2) (b / 2)) = E₀ := by
  have split : multipletSum a b (levelEnergy E₀ A (a / 2) (b / 2)) =
      E₀ * multipletSum a b (fun _ => 1)
        + A / 2 * multipletSum a b (fun J => couplingK (a / 2) (b / 2) J) := by
    simp only [multipletSum, mul_sum, ← sum_add_distrib]
    refine sum_congr rfl fun k _ => ?_
    simp only [levelEnergy]
    ring
  have hne : ((a : ℝ) + 1) * ((b : ℝ) + 1) ≠ 0 := by positivity
  rw [multipletMean, split, sum_coupling, number_of_states, div_eq_iff hne]
  ring
```

The step `split` is this linearity. For an isolated term obeying the Landé formula, the $(2J+1)$-weighted mean of the levels therefore recovers the energy without spin–orbit coupling.

## (f) The third central moment

Show that the mean of $(E-E_0)^3$, with $E$ the level energy, is $-\tfrac{A^3}6L(L+1)S(S+1)$.

**Solution.** Since $E-E_0=\tfrac A2K$, multiply (d) by $A^3/8$ and divide by $D$.

```lean
/-- The third central moment of the Landé level energies, taken over all states of the term,
is `-(A³/6) L(L+1) S(S+1)`, with `L = a/2` and `S = b/2`. -/
theorem third_central_moment (a b : ℕ) (E₀ A : ℝ) :
    multipletMean a b (fun J => (levelEnergy E₀ A (a / 2) (b / 2) J
        - multipletMean a b (levelEnergy E₀ A (a / 2) (b / 2))) ^ 3) =
      -(A ^ 3 / 6) * ((a / 2 : ℝ) * (a / 2 + 1) * ((b / 2 : ℝ) * (b / 2 + 1))) := by
  rw [mean_energy]
  have scale : multipletSum a b (fun J => (levelEnergy E₀ A (a / 2) (b / 2) J - E₀) ^ 3) =
      A ^ 3 / 8 * multipletSum a b (fun J => couplingK (a / 2) (b / 2) J ^ 3) := by
    simp only [multipletSum, mul_sum]
    refine sum_congr rfl fun k _ => ?_
    simp only [levelEnergy]
    ring
  have hne : ((a : ℝ) + 1) * ((b : ℝ) + 1) ≠ 0 := by positivity
  rw [multipletMean, scale, sum_coupling_cube, number_of_states, div_eq_iff hne]
  ring
```

## (g) The sign of the coupling

For $L,S>0$, show that the third central moment is negative if and only if $A>0$.

**Solution.** With $P=L(L+1)S(S+1)>0$, the moment is $-A^3P/6$, and $A^3$ has the sign of $A$.

```lean
/-- For a term with nonzero `L` and `S`, the third central moment of the Landé level energies
is negative exactly when the coupling constant `A` is positive. -/
theorem skewness_sign (a b : ℕ) (ha : 0 < a) (hb : 0 < b) (E₀ A : ℝ) :
    multipletMean a b (fun J => (levelEnergy E₀ A (a / 2) (b / 2) J
        - multipletMean a b (levelEnergy E₀ A (a / 2) (b / 2))) ^ 3) < 0 ↔ 0 < A := by
  rw [third_central_moment]
  have ha' : (0 : ℝ) < a := by exact_mod_cast ha
  have hb' : (0 : ℝ) < b := by exact_mod_cast hb
  have hP : 0 < (a / 2 : ℝ) * (a / 2 + 1) * ((b / 2 : ℝ) * (b / 2 + 1)) := by positivity
  generalize (a / 2 : ℝ) * (a / 2 + 1) * ((b / 2 : ℝ) * (b / 2 + 1)) = P at hP ⊢
  constructor
  · intro h
    by_contra hA
    -- a nonpositive `A` has a nonpositive cube
    have h1 : 0 ≤ -A * A ^ 2 := mul_nonneg (by linarith) (sq_nonneg A)
    have h2 : 0 ≤ (-A * A ^ 2) * P := mul_nonneg h1 hP.le
    nlinarith
  · intro hA
    have h1 : 0 < A ^ 3 * P := by positivity
    nlinarith

end

end BarycentreRule
```

The name `skewness_sign` refers to the moment itself, not divided by the cube of the standard deviation.

The implication from $A>0$ to a negative moment needs $S\neq0$: for $a=2$, $b=0$, $A=1$ there is a single level, $J=1$, with $K=0$, and the moment is zero.

```lean
#print axioms BarycentreRule.third_central_moment
#print axioms BarycentreRule.skewness_sign
```

```
'BarycentreRule.third_central_moment' depends on axioms: [propext, Classical.choice, Quot.sound]
'BarycentreRule.skewness_sign' depends on axioms: [propext, Classical.choice, Quot.sound]
```
